# Thinning a positive quadrature rule to at most d + 1 of its nodes, with positive weights and unchanged values up to degree d

A quadrature rule replaces an integral by a weighted sum Σ w(x) f(x) over a finite set s of nodes, and it is called positive here when w(x) > 0 at every node of s. The Lean file below shows that, for real nodes and any natural number d, a positive rule can be cut down to at most d + 1 of its own nodes, with new positive weights, and still give the same value for every real polynomial of degree at most d.

```lean
import Mathlib

open Polynomial

namespace QuadratureCompression

noncomputable section

/-- The value that the rule with nodes `s` and weights `w` assigns to the function `f`:
the weighted sum of `f` over the nodes. -/
def quad {X : Type*} (s : Finset X) (w f : X → ℝ) : ℝ :=
  ∑ x ∈ s, w x * f x

/-- If a grid has more nodes than there are test functions, some weights, positive at one
node at least, integrate every test function to zero. -/
theorem exists_null_weights {X J : Type*} [Fintype J] (φ : J → X → ℝ) (s : Finset X)
    (h : Fintype.card J < s.card) :
    ∃ c : X → ℝ, (∃ x ∈ s, 0 < c x) ∧ ∀ j, quad s c (φ j) = 0 := by
  classical
  -- the vectors of test values, one for each node, are too many to be independent
  have hdep : ¬ LinearIndependent ℝ (fun x : s => fun j => φ j x) := by
    intro hli
    have h1 := hli.fintype_card_le_finrank
    rw [Module.finrank_fintype_fun_eq_card, Fintype.card_coe] at h1
    omega
  obtain ⟨g, hg, x₀, hx₀⟩ := Fintype.not_linearIndependent_iff.mp hdep
  have key : ∀ a : ℝ, ∀ j,
      quad s (fun x => if hx : x ∈ s then a * g ⟨x, hx⟩ else 0) (φ j) = 0 := by
    intro a j
    have hj := congrFun hg j
    simp only [Finset.sum_apply, Pi.smul_apply, smul_eq_mul, Pi.zero_apply] at hj
    unfold quad
    rw [← Finset.sum_coe_sort s]
    calc _ = a * ∑ x : s, g x * φ j x := by
          rw [Finset.mul_sum]
          refine Finset.sum_congr rfl fun x _ => ?_
          simp [mul_assoc]
      _ = 0 := by rw [hj, mul_zero]
  -- scaling by `g x₀` makes the weight at `x₀` a positive square
  refine ⟨_, ⟨x₀, x₀.2, ?_⟩, key (g x₀)⟩
  have hpos : 0 < g x₀ * g x₀ := mul_self_pos.mpr hx₀
  simpa using hpos

/-- A positive rule with more nodes than test functions can lose at least one node: new
positive weights on a proper subset give every test function the same value. -/
theorem drop_node {X J : Type*} [Fintype J] (φ : J → X → ℝ) (s : Finset X) (w : X → ℝ)
    (hw : ∀ x ∈ s, 0 < w x) (h : Fintype.card J < s.card) :
    ∃ t, t ⊂ s ∧ ∃ v : X → ℝ, (∀ x ∈ t, 0 < v x) ∧
      ∀ j, quad t v (φ j) = quad s w (φ j) := by
  classical
  obtain ⟨c, ⟨x₀, hx₀, hc₀⟩, hc⟩ := exists_null_weights φ s h
  -- `y` is a node whose weight is among the first to reach zero as a growing multiple of `c` is subtracted
  obtain ⟨y, hy, hmin⟩ := Finset.exists_min_image (s.filter fun x => 0 < c x)
    (fun x => w x / c x) ⟨x₀, Finset.mem_filter.mpr ⟨hx₀, hc₀⟩⟩
  obtain ⟨hys, hcy⟩ := Finset.mem_filter.mp hy
  have hθ : 0 < w y / c y := div_pos (hw y hys) hcy
  have hy0 : w y - w y / c y * c y = 0 := by
    rw [div_mul_cancel₀ _ hcy.ne', sub_self]
  have hnn : ∀ x ∈ s, 0 ≤ w x - w y / c y * c x := by
    intro x hx
    rcases lt_or_ge 0 (c x) with hcx | hcx
    · have h1 : w y / c y ≤ w x / c x := hmin x (Finset.mem_filter.mpr ⟨hx, hcx⟩)
      have h2 := (le_div_iff₀ hcx).mp h1
      linarith
    · nlinarith [mul_nonneg hθ.le (neg_nonneg.mpr hcx), hw x hx]
  refine ⟨s.filter (fun x => 0 < w x - w y / c y * c x), ?_,
    fun x => w x - w y / c y * c x, ?_, ?_⟩
  · exact Finset.filter_ssubset.mpr
      ⟨y, hys, fun hlt => lt_irrefl (0 : ℝ) (lt_of_lt_of_eq hlt hy0)⟩
  · intro x hx
    exact (Finset.mem_filter.mp hx).2
  · intro j
    have hj := hc j
    unfold quad at hj ⊢
    -- nodes of zero weight do not contribute, and neither do the null weights
    calc _ = ∑ x ∈ s, (w x - w y / c y * c x) * φ j x :=
          Finset.sum_filter_of_ne (fun x hx hne =>
            lt_of_le_of_ne (hnn x hx) (fun h0 => hne (by rw [← h0, zero_mul])))
      _ = ∑ x ∈ s, w x * φ j x - w y / c y * ∑ x ∈ s, c x * φ j x := by
          rw [Finset.mul_sum, ← Finset.sum_sub_distrib]
          exact Finset.sum_congr rfl fun x _ => by ring
      _ = _ := by rw [hj, mul_zero, sub_zero]

/-- Any positive rule, on nodes of any kind, can be thinned to at most as many of its nodes
as there are test functions, with positive weights and the same value for each of them. -/
theorem compress {X J : Type*} [Fintype J] (φ : J → X → ℝ) (s : Finset X) (w : X → ℝ)
    (hw : ∀ x ∈ s, 0 < w x) :
    ∃ t, t ⊆ s ∧ t.card ≤ Fintype.card J ∧ ∃ v : X → ℝ, (∀ x ∈ t, 0 < v x) ∧
      ∀ j, quad t v (φ j) = quad s w (φ j) := by
  induction s using Finset.strongInduction generalizing w with
  | H s ih =>
    by_cases h : s.card ≤ Fintype.card J
    · exact ⟨s, Finset.Subset.refl s, h, w, hw, fun _ => rfl⟩
    · obtain ⟨r, hrs, u, hu, hq⟩ := drop_node φ s w hw (not_le.mp h)
      obtain ⟨t, htr, hcard, v, hv, hq'⟩ := ih r hrs u hu
      exact ⟨t, htr.trans hrs.subset, hcard, v, hv, fun j => (hq' j).trans (hq j)⟩

/-- For any finite real rule with positive weights and any `d`, at most `d + 1` of its nodes
carry new positive weights that give the same value for every real polynomial of degree at
most `d`. -/
theorem compress_polynomial (d : ℕ) (s : Finset ℝ) (w : ℝ → ℝ) (hw : ∀ x ∈ s, 0 < w x) :
    ∃ t, t ⊆ s ∧ t.card ≤ d + 1 ∧ ∃ v : ℝ → ℝ, (∀ x ∈ t, 0 < v x) ∧
      ∀ p : ℝ[X], p.natDegree ≤ d →
        quad t v (fun x => p.eval x) = quad s w (fun x => p.eval x) := by
  obtain ⟨t, hts, hcard, v, hv, hq⟩ :=
    compress (fun (j : Fin (d + 1)) (x : ℝ) => x ^ (j : ℕ)) s w hw
  refine ⟨t, hts, by simpa using hcard, v, hv, fun p hp => ?_⟩
  -- the value of a polynomial is fixed by the moments up to order `d`
  have expand : ∀ (r : Finset ℝ) (u : ℝ → ℝ), quad r u (fun x => p.eval x) =
      ∑ j : Fin (d + 1), p.coeff j * quad r u (fun x => x ^ (j : ℕ)) := by
    intro r u
    unfold quad
    simp_rw [Finset.mul_sum]
    rw [Finset.sum_comm]
    refine Finset.sum_congr rfl fun x _ => ?_
    rw [Polynomial.eval_eq_sum_range' (show p.natDegree < d + 1 by omega),
      ← Fin.sum_univ_eq_sum_range (fun i => p.coeff i * x ^ i), Finset.mul_sum]
    exact Finset.sum_congr rfl fun j _ => by ring
  rw [expand t v, expand s w]
  exact Finset.sum_congr rfl fun j _ => congrArg (fun z => p.coeff j * z) (hq j)

/-- If a rule on real nodes has at most `d + 1` nodes and no zero weight, a rule on a subset of its
nodes that agrees with it for all polynomials of degree at most `d` has the same nodes and the same
weights. -/
theorem no_further_compression (d : ℕ) (s t : Finset ℝ) (w v : ℝ → ℝ) (hts : t ⊆ s)
    (hcard : s.card ≤ d + 1) (hw : ∀ x ∈ s, w x ≠ 0)
    (h : ∀ p : ℝ[X], p.natDegree ≤ d →
      quad t v (fun x => p.eval x) = quad s w (fun x => p.eval x)) :
    t = s ∧ ∀ x ∈ s, v x = w x := by
  have key : ∀ x ∈ s, x ∈ t ∧ v x = w x := by
    intro x hx
    -- the test polynomial vanishes at every node except `x`
    obtain ⟨P, hPdef⟩ : ∃ P : ℝ[X], P = ∏ y ∈ s.erase x, (X - C y) := ⟨_, rfl⟩
    have hdeg : P.natDegree ≤ d := by
      rw [hPdef, Polynomial.natDegree_prod_of_monic _ _ (fun y _ => monic_X_sub_C y)]
      simp only [natDegree_X_sub_C, Finset.sum_const, smul_eq_mul, mul_one,
        Finset.card_erase_of_mem hx]
      omega
    have hzero : ∀ y ∈ s, y ≠ x → P.eval y = 0 := by
      intro y hy hyx
      rw [hPdef, Polynomial.eval_prod]
      exact Finset.prod_eq_zero (Finset.mem_erase.mpr ⟨hyx, hy⟩) (by simp)
    have hne : P.eval x ≠ 0 := by
      rw [hPdef, Polynomial.eval_prod]
      refine Finset.prod_ne_zero_iff.mpr fun y hy => ?_
      simpa [sub_eq_zero] using (Finset.ne_of_mem_erase hy).symm
    have hP := h P hdeg
    unfold quad at hP
    have hs : ∑ y ∈ s, w y * P.eval y = w x * P.eval x :=
      Finset.sum_eq_single_of_mem x hx
        (fun y hy hyx => by rw [hzero y hy hyx, mul_zero])
    rw [hs] at hP
    by_cases hxt : x ∈ t
    · have ht : ∑ y ∈ t, v y * P.eval y = v x * P.eval x :=
        Finset.sum_eq_single_of_mem x hxt
          (fun y hy hyx => by rw [hzero y (hts hy) hyx, mul_zero])
      rw [ht] at hP
      exact ⟨hxt, mul_right_cancel₀ hne hP⟩
    · have ht : ∑ y ∈ t, v y * P.eval y = 0 :=
        Finset.sum_eq_zero (fun y hy => by
          rw [hzero y (hts hy) (fun e => hxt (e ▸ hy)), mul_zero])
      rw [ht] at hP
      exact absurd hP.symm (mul_ne_zero (hw x hx) hne)
  exact ⟨Finset.Subset.antisymm hts fun x hx => (key x hx).1, fun x hx => (key x hx).2⟩

end

end QuadratureCompression
```

```lean
#print axioms QuadratureCompression.compress_polynomial
#print axioms QuadratureCompression.no_further_compression
```

```
'QuadratureCompression.compress_polynomial' depends on axioms: [propext, Classical.choice, Quot.sound]
'QuadratureCompression.no_further_compression' depends on axioms: [propext, Classical.choice, Quot.sound]
```

## Fewer function evaluations, same moments

Each node of a grid costs one evaluation of the integrand, and in a simulation that evaluation may be expensive. If only the integrals of a limited class of functions have to come out right, a fine grid carries more nodes than it needs. Solving linear equations for weights on fewer nodes is easy, but the solution may contain negative weights. Positive weights act as lengths or volumes assigned to the nodes: a density that is nowhere negative then never gets a negative integral.

`compress_polynomial` says that the thinning can be done with positive weights. Its rule consists of `s : Finset ℝ`, a finite set of distinct real nodes, and a function `w : ℝ → ℝ`, of which only the values on `s` matter. The definition `quad s w f` is the sum of w(x) f(x) over x in s. The hypothesis `hw` is positivity on `s`. The conclusion provides a subset `t` of `s` with at most d + 1 elements and a weight function `v`, positive on `t`, such that

Σ_{x∈t} v(x) p(x) = Σ_{x∈s} w(x) p(x)

for every real polynomial p with `p.natDegree ≤ d`. The set `t` and the weights `v` are fixed before p is chosen, so one thinned rule serves all these polynomials. The zero polynomial has `natDegree` 0 and is included.

`compress` is the more general statement. Its nodes are elements of an arbitrary type `X`, for instance points in three-dimensional space, and the polynomials are replaced by a finite family of real test functions φ_j, with j running over a finite index type `J`. The bound on the number of nodes is then the number of test functions, which need not be linearly independent. The letter φ stands for a test function here, not for an orbital. In the two theorems on polynomials `X` has another meaning: there it is the polynomial variable, as in `ℝ[X]`.

`no_further_compression` concerns a rule that already has at most d + 1 nodes and no zero weight. Any rule on a subset of those nodes that agrees with it up to degree d has the same nodes and the same weights, even if weights of either sign are admitted. So as long as the nodes must come from the original rule, the bound d + 1 can't be lowered for all rules at once. For d ≥ 1, Gauss rules get by with fewer nodes because they are free to place them elsewhere. A particular larger rule may still shrink further: for d = 1, the nodes −1, 0, 1 with weights 1, 1, 1 can be replaced by the single node 0 with weight 3.

## From a sum to an integral

All these theorems compare one finite sum with another. The step to a physical integral is the accuracy of the original rule, which has to be known separately. If that rule integrates polynomials up to degree d exactly, the thinned one does too; if it has an error for some such polynomial, the thinned rule has the same error.

In electronic-structure calculations that sum matrix elements on a positive grid, `compress` applies with the φ_j taken as the finitely many real integrands needed, such as products of two basis functions, and it preserves the grid values of those integrals and of their linear combinations, with no guarantee for other integrands. The construction below uses the values of the φ_j on the full grid, and these already give their integrals, so thinning saves nothing for the φ_j themselves. It can help afterwards, with an integrand that is known to lie in their span but whose coefficients are not known. The theorem promises a smaller grid only if the grid has more nodes than there are integrands on the list, and N real basis functions already give N(N + 1)/2 products. A nonlinear function of the density, such as an exchange-correlation energy density, generally lies outside the span of such a list, and its integral may change.

## More nodes than test functions give null weights

Let there be m test functions and n nodes, with n > m. Attach to each node x the vector of its test values, (φ_j(x)) with j in J. These are n vectors in a space of dimension m, so they are linearly dependent: there are numbers g(x), not all zero, with

Σ_{x∈s} g(x) φ_j(x) = 0 for every j.

Choose a node x₀ with g(x₀) ≠ 0 and put c(x) = g(x₀) g(x). The sums with c are still zero, and c(x₀) = g(x₀)² > 0. So c is a set of weights that integrates every test function to zero and is positive at one node at least.

This is `exists_null_weights`. The statement `hdep` compares the number of vectors with the dimension of the space, and Mathlib's criterion for dependence then supplies `g`. Since `g` is defined only on the nodes, the proof extends it by zero to all of `X`. The intermediate claim `key` shows that any multiple of `g` gives zero sums, and the multiple used is `g x₀`.

## Subtracting until the first weight vanishes

Now subtract a multiple of c from the weights:

v(x) = w(x) − θ c(x).

For any θ the values of the test functions stay the same, because

Σ_{x∈s} v(x) φ_j(x) = Σ_{x∈s} w(x) φ_j(x) − θ Σ_{x∈s} c(x) φ_j(x) = Σ_{x∈s} w(x) φ_j(x).

As θ grows from zero, only weights at nodes with c(x) > 0 decrease. The first of them reaches zero at

θ = min { w(x)/c(x) : x ∈ s, c(x) > 0 }.

Let y be a node where the minimum is attained. Then θ > 0 and v(y) = w(y) − θ c(y) = 0. At any node with c(x) > 0, the minimum gives θ ≤ w(x)/c(x), hence θ c(x) ≤ w(x) and v(x) ≥ 0. At a node with c(x) ≤ 0, v(x) ≥ w(x) > 0. No weight has become negative. Keep the nodes with v(x) > 0 and discard the rest; the discarded ones have weight zero and contribute nothing. Since y is among them, the new rule is strictly smaller.

In `drop_node`, `Finset.exists_min_image` finds y, `hy0` is the vanishing of its weight, and `hnn` contains the two cases for the sign of c(x). The retained set is a `filter` of `s`. The final `calc` block first restores the nodes of zero weight to the sum, then splits the sum and uses the null property of c.

## A minimum over the wrong nodes

An error that comes easily at this point is to take the smallest ratio w/c over all nodes with c ≠ 0. Take d = 1, nodes −1, 0, 1, weights w = (1, 1, 2) and null weights c = (−1, 2, −1). The ratios are −1, 1/2 and −2. The only node with c > 0 is the middle one, so θ = 1/2 and

w − θc = (3/2, 0, 5/2),

which is a positive rule on two nodes. The smallest ratio overall is −2, and it gives

w + 2c = (−1, 5, 0).

This rule also has two nodes, and it also reproduces the total weight 4 and the first moment 1. A check of the moments alone would pass it, although one weight is negative.

## Repeating the step, then expanding polynomials

If the smaller rule still has more nodes than there are test functions, apply the same step again. Its weights are positive, so the conditions are met, and the number of nodes falls each time. The process ends with at most m nodes, all of them from the original set. In `compress` this is a strong induction on the node set: a rule that is small enough is returned unchanged, and otherwise `drop_node` gives a proper subset to which the induction hypothesis applies. The weights are generalised in the induction because they change at every step.

For polynomials, take the d + 1 test functions 1, x, …, x^d. The thinned rule then has at most d + 1 nodes and the same moments as the original up to order d. A polynomial of degree at most d is p(x) = Σ_{j=0}^{d} a_j x^j, so on any node set r with weights u

Σ_{x∈r} u(x) p(x) = Σ_{j=0}^{d} a_j Σ_{x∈r} u(x) x^j.

The right-hand side depends on the rule only through these moments, so both rules give p the same value. In `compress_polynomial` the index type is `Fin (d + 1)`, whose elements are 0, …, d, and the displayed identity is `expand`. It is applied once to each rule, and the moments are then matched term by term.

## A polynomial that sees one node

For the last theorem, let s have at most d + 1 nodes, let all w(x) be nonzero, and let a rule on t ⊆ s with weights v agree with it up to degree d. Fix a node x in s and form

P(z) = Π_{y∈s, y≠x} (z − y).

Its degree is one less than the number of nodes, hence at most d. It vanishes at every node except x, and P(x) ≠ 0 because the nodes are distinct. If s has the single node x, the product is empty and P = 1.

The original rule gives P the value w(x) P(x), which is not zero. If x were missing from t, the other rule would give zero, a contradiction. So x belongs to t, and

v(x) P(x) = w(x) P(x).

Division by P(x) gives v(x) = w(x). As x was any node of s, the two rules coincide.

In the Lean proof, `hdeg`, `hzero` and `hne` record the three properties of P. The sums over `s` and `t` then collapse to at most one term each, and the split on `x ∈ t` is the case distinction just made.
